# Eigenvalues and plane waves of the cyclic shift

Put a wave λ^x with an arbitrary phase factor λ = exp(iθ) on a ring of N sites. The step from site N−1 back to site 0 should multiply by λ, but it takes λ^(N−1) to 1. Unless λ^N = 1, the wave has a mismatch at that bond: it is not an eigenfunction of translation with eigenvalue λ, and for a nonzero hopping amplitude t it is not an eigenfunction with energy −2t cos θ of the hopping Hamiltonian defined below.

## Physical setting

The sites are the integers modulo N, with N ≥ 1, and a state is a complex function f on them. Translation by one site is

(T f)(x) = f(x+1).

Write w(x) = λ^x for x = 0, …, N−1. When λ^N = 1, this wave has squared norm N, so the normalised state is w/√N.

For a non-interacting particle on this finite ring with one orbital per site, the result gives the allowed crystal momenta, measured as the phase θ gained per site, and shows that each allowed plane wave is an eigenstate of any translation-invariant Hamiltonian, which is the core of Bloch's theorem in this model.

## Statement

A complex number λ is an eigenvalue of T exactly when λ^N = 1. Its eigenspace is then spanned by w and has dimension one.

Two consequences follow:

- Every linear operator H commuting with T has each such w as an eigenvector, with eigenvalue (H w)(0).
- Let (H f)(x) = −t(f(x+1) + f(x−1)) with t real. For each integer k, the wave with λ = exp(2πik/N) has energy −2t cos(2πk/N).

## Derivation

Suppose T f = λf. Then f(x+1) = λf(x), and iterating from site 0 gives

f(n) = λ^n f(0).

Taking n = 0, …, N−1 shows that f = f(0) w. If f ≠ 0, then f(0) ≠ 0. Since site N is site 0, taking n = N gives f(0) = λ^N f(0), hence λ^N = 1.

An easy mistake is to cancel f(0) without this argument: for N ≥ 2 a general nonzero function may well vanish at site 0.

Conversely, let λ^N = 1. For x < N−1, w(x+1) = λ^(x+1) = λw(x). At the last site,

w(0) = 1 = λ^N = λw(N−1).

So T w = λw, and w ≠ 0 because w(0) = 1. Every eigenfunction is a multiple of w, so the eigenspace is one-dimensional.

If H commutes with T, then

T(H w) = H(T w) = λ H w.

Thus H w also satisfies the eigenvalue equation for λ, and so H w = (H w)(0) w.

For the hopping Hamiltonian, set θ = 2πk/N and λ = exp(iθ). Then λ^N = exp(2πik) = 1, w(x+1) = λw(x) and w(x−1) = λ⁻¹w(x), so

(H w)(x) = −t(λ + λ⁻¹)w(x) = −2t cos θ w(x).

In a tight-binding code, these energies can be compared with the eigenvalues of the numerically diagonalised ring matrix. The waves k and −k have equal energy, so the solver may return sine and cosine combinations instead of plane waves.

## What the formal version assumes

States have type `ZMod N → ℂ`, and `shift N` is a linear endomorphism of that space. `NeZero N` excludes N = 0, for which `ZMod 0` is the infinite chain ℤ. In `planeWave`, `x.val` is the representative of x in 0, …, N−1. `HasEigenvalue` and `eigenspace` are Mathlib's notions, and `finrank` is the dimension.

`bloch_ring` expresses commutation as `H * shift N = shift N * H` and does not require H to be Hermitian. It does not cover several orbitals per cell. `hopping_dispersion` gives an energy for each k, but does not state that these exhaust the spectrum. They do, because the waves with k = 0, …, N−1 belong to N distinct eigenvalues of T and so form a basis of the N-dimensional space. This counting step is not formalised here.

At N = 2 both neighbours are the same site, so `hopping` counts that bond twice and the energies are ∓2t. At N = 1 it multiplies by −2t.

One could instead take all functions on ℤ, without periodicity. Every nonzero λ would then be an eigenvalue, and the quantisation of momentum would be lost.

In Lean 4 with Mathlib:

```lean
import Mathlib

open Module

namespace CyclicTranslation

noncomputable section

/-- The translation operator on a ring of `N` sites, `(T f)(x) = f(x + 1)`. -/
def shift (N : ℕ) : Module.End ℂ (ZMod N → ℂ) where
  toFun f := fun x => f (x + 1)
  map_add' _ _ := rfl
  map_smul' _ _ := rfl

/-- The plane wave `x ↦ lam ^ x`, with the sites labelled `0, …, N - 1`. -/
def planeWave (N : ℕ) (lam : ℂ) : ZMod N → ℂ := fun x => lam ^ x.val

/-- The nearest-neighbour hopping Hamiltonian on the ring,
`(H f)(x) = -t (f(x + 1) + f(x - 1))`. -/
def hopping (N : ℕ) (t : ℝ) (f : ZMod N → ℂ) : ZMod N → ℂ :=
  fun x => -(t : ℂ) * (f (x + 1) + f (x - 1))

/-- The phase `2πk/N` gained per site by the `k`-th wave on the ring. -/
def blochPhase (N : ℕ) (k : ℤ) : ℝ := 2 * Real.pi * k / N

/-- After `n` steps from site `0`, an eigenfunction of the translation has
gained the factor `lam ^ n`. -/
theorem eigenfunction_steps {N : ℕ} {lam : ℂ} {f : ZMod N → ℂ}
    (hf : shift N f = lam • f) (n : ℕ) : f (n : ZMod N) = lam ^ n * f 0 := by
  induction n with
  | zero => simp
  | succ n ih =>
    have h : f ((n : ZMod N) + 1) = lam * f (n : ZMod N) := congrFun hf (n : ZMod N)
    rw [Nat.cast_succ, h, ih]
    ring

/-- An eigenfunction of the translation is its value at site `0` times the
plane wave. -/
theorem eigenfunction_eq_planeWave {N : ℕ} [NeZero N] {lam : ℂ} {f : ZMod N → ℂ}
    (hf : shift N f = lam • f) : f = f 0 • planeWave N lam := by
  funext x
  have h := eigenfunction_steps hf x.val
  rw [ZMod.natCast_zmod_val] at h
  rw [h, Pi.smul_apply, smul_eq_mul, planeWave, mul_comm]

/-- If `lam ^ N = 1`, translation by one site multiplies the plane wave
by `lam`. -/
theorem shift_planeWave {N : ℕ} [NeZero N] {lam : ℂ} (h : lam ^ N = 1) :
    shift N (planeWave N lam) = lam • planeWave N lam := by
  funext x
  change lam ^ (x + 1).val = lam * lam ^ x.val
  have hx : x + 1 = ((x.val + 1 : ℕ) : ZMod N) := by
    rw [Nat.cast_succ, ZMod.natCast_zmod_val]
  -- the exponent only matters modulo the length of the ring
  rw [hx, ZMod.val_natCast, ← pow_eq_pow_mod _ h, pow_succ']

/-- The plane wave is not the zero function. -/
theorem planeWave_ne_zero (N : ℕ) (lam : ℂ) : planeWave N lam ≠ 0 := by
  intro h
  have h0 := congrFun h 0
  simp [planeWave] at h0

/-- A number `lam` is an eigenvalue of the translation on a ring of `N` sites
exactly when `lam ^ N = 1`; its eigenspace is then one-dimensional and spanned by
the plane wave `x ↦ lam ^ x`. -/
theorem translation_spectrum (N : ℕ) [NeZero N] (lam : ℂ) :
    ((shift N).HasEigenvalue lam ↔ lam ^ N = 1) ∧
    (lam ^ N = 1 →
      (shift N).eigenspace lam = Submodule.span ℂ {planeWave N lam} ∧
      finrank ℂ ((shift N).eigenspace lam) = 1) := by
  refine ⟨⟨fun h => ?_, fun h => ?_⟩, fun h => ?_⟩
  · obtain ⟨f, hf⟩ := h.exists_hasEigenvector
    have hT : shift N f = lam • f := hf.apply_eq_smul
    have h0 : f 0 ≠ 0 := by
      intro h0
      apply hf.2
      rw [eigenfunction_eq_planeWave hT, h0, zero_smul]
    -- once round the ring returns to the starting site
    have hN := eigenfunction_steps hT N
    rw [ZMod.natCast_self] at hN
    apply mul_right_cancel₀ h0
    rw [← hN, one_mul]
  · exact Module.End.hasEigenvalue_of_hasEigenvector
      ⟨Module.End.mem_eigenspace_iff.mpr (shift_planeWave h), planeWave_ne_zero N lam⟩
  · have hspan : (shift N).eigenspace lam = Submodule.span ℂ {planeWave N lam} := by
      ext f
      rw [Module.End.mem_eigenspace_iff, Submodule.mem_span_singleton]
      constructor
      · intro hf
        exact ⟨f 0, (eigenfunction_eq_planeWave hf).symm⟩
      · rintro ⟨c, rfl⟩
        rw [map_smul, shift_planeWave h, smul_comm]
    refine ⟨hspan, ?_⟩
    rw [hspan]
    exact finrank_span_singleton (planeWave_ne_zero N lam)

/-- Bloch's theorem on a ring with one orbital per site: a linear operator that
commutes with the translation has every plane wave with `lam ^ N = 1` as an
eigenvector, with eigenvalue `(H w)(0)` for the plane wave `w`. -/
theorem bloch_ring {N : ℕ} [NeZero N] {lam : ℂ} (h : lam ^ N = 1)
    (H : Module.End ℂ (ZMod N → ℂ)) (hH : H * shift N = shift N * H) :
    H (planeWave N lam) = H (planeWave N lam) 0 • planeWave N lam := by
  apply eigenfunction_eq_planeWave
  have hc : H (shift N (planeWave N lam)) = shift N (H (planeWave N lam)) :=
    LinearMap.congr_fun hH (planeWave N lam)
  rw [← hc, shift_planeWave h, map_smul]

/-- The phase factor `exp(2πik/N)` is an `N`-th root of unity. -/
theorem blochPhase_pow (N : ℕ) [NeZero N] (k : ℤ) :
    Complex.exp (blochPhase N k * Complex.I) ^ N = 1 := by
  have hN : (N : ℂ) ≠ 0 := Nat.cast_ne_zero.mpr (NeZero.ne N)
  rw [← Complex.exp_nat_mul, Complex.exp_eq_one_iff]
  refine ⟨k, ?_⟩
  unfold blochPhase
  push_cast
  field_simp

/-- The plane wave with phase `2πk/N` per site is an eigenfunction of the hopping
Hamiltonian with energy `-2t cos(2πk/N)`. -/
theorem hopping_dispersion (N : ℕ) [NeZero N] (t : ℝ) (k : ℤ) :
    hopping N t (planeWave N (Complex.exp (blochPhase N k * Complex.I))) =
      ((-2 * t * Real.cos (blochPhase N k) : ℝ) : ℂ) •
        planeWave N (Complex.exp (blochPhase N k * Complex.I)) := by
  have hT := shift_planeWave (blochPhase_pow N k)
  have hcos := Complex.two_cos (blochPhase N k : ℂ)
  have hinv : Complex.exp (-(blochPhase N k : ℂ) * Complex.I) *
      Complex.exp (blochPhase N k * Complex.I) = 1 := by
    rw [← Complex.exp_add, neg_mul, neg_add_cancel, Complex.exp_zero]
  generalize Complex.exp (blochPhase N k * Complex.I) = lam at *
  generalize Complex.exp (-(blochPhase N k : ℂ) * Complex.I) = mu at *
  funext x
  have h1 : planeWave N lam (x + 1) = lam * planeWave N lam x := congrFun hT x
  have h2 : planeWave N lam (x - 1 + 1) = lam * planeWave N lam (x - 1) :=
    congrFun hT (x - 1)
  rw [sub_add_cancel] at h2
  -- stepping backwards multiplies by the inverse phase
  have h3 : planeWave N lam (x - 1) = mu * planeWave N lam x := by
    rw [h2, ← mul_assoc, hinv, one_mul]
  rw [Pi.smul_apply, smul_eq_mul, hopping, h1, h3]
  push_cast
  linear_combination (t : ℂ) * planeWave N lam x * hcos

end

end CyclicTranslation
```

```lean
#print axioms CyclicTranslation.eigenfunction_eq_planeWave
-- 'CyclicTranslation.eigenfunction_eq_planeWave' depends on axioms: [propext, Classical.choice, Quot.sound]
#print axioms CyclicTranslation.translation_spectrum
-- 'CyclicTranslation.translation_spectrum' depends on axioms: [propext, Classical.choice, Quot.sound]
#print axioms CyclicTranslation.bloch_ring
-- 'CyclicTranslation.bloch_ring' depends on axioms: [propext, Classical.choice, Quot.sound]
#print axioms CyclicTranslation.hopping_dispersion
-- 'CyclicTranslation.hopping_dispersion' depends on axioms: [propext, Classical.choice, Quot.sound]
```

## Notes on the proof

`eigenfunction_steps` is the iteration, by induction on n. `eigenfunction_eq_planeWave` applies it at `x.val`.

`shift_planeWave` treats the interior and the boundary together: `pow_eq_pow_mod` uses λ^N = 1 to reduce the exponent modulo N. `planeWave_ne_zero` evaluates at site 0.

In `translation_spectrum`, the first bullet goes once round the ring and cancels `f 0`, the second supplies w as an eigenvector, and the third proves both inclusions between the eigenspace and the span, then reads off the dimension.

`bloch_ring` applies `eigenfunction_eq_planeWave` to H w. `blochPhase_pow` checks that the phase factor closes round the ring. In `hopping_dispersion`, `mu` is the inverse phase, `h1` and `h3` are the forward and backward steps, and `linear_combination` inserts the identity 2 cos θ = λ + λ⁻¹.
